# The acoustic sum rule gives d zero modes of the dynamical matrix

A harmonic vibrational calculation ends by dividing the force constants by square roots of masses, diagonalising the resulting matrix D, and reading its eigenvalues as squared frequencies. Before the frequencies enter a vibrational partition function, the modes of zero frequency are identified and set aside, since a factor 1/(1 − exp(−ħω/(k_B T))), with ħ the reduced Planck constant, k_B the Boltzmann constant and T the temperature, diverges at ω = 0. For atoms in d dimensions with no external field, the zero modes include the d modes that describe a rigid shift of all atoms; for a free molecule at equilibrium the rigid rotations are set aside too, and these are not treated here. For a finite set of N atoms in the harmonic approximation, the translational modes are described by the following fact: if the force constants Φ obey the acoustic sum rule, then D = M^(−1/2) Φ M^(−1/2) has d explicit, linearly independent null vectors. In lattice dynamics the rule is derived from translation invariance of the energy, and it is tied to the vanishing of the acoustic frequencies at long wavelength; here the rule is a hypothesis on one real matrix, and no wavevector appears.

```lean
import Mathlib

open Matrix

namespace AcousticModes

noncomputable section
```

## The model

A displacement has one component u_{ja} for each atom j and Cartesian direction a, so vectors and matrices are indexed by pairs (j, a). For a pair `p`, the atom is `p.1` and the direction is `p.2`. There are N d such pairs, and a displacement is a real function on them.

```lean
/-- Degrees of freedom of `N` atoms in `d` dimensions: pairs (atom, Cartesian direction). -/
abbrev Dof (N d : ℕ) := Fin N × Fin d
```

The mass matrix repeats the mass of an atom on each of its directions:

M_{ia,jb} = m_i δ_ij δ_ab

```lean
variable {N d : ℕ}

/-- The diagonal mass matrix `M`, with entry `m j` on every direction of atom `j`. -/
def massMatrix (d : ℕ) (m : Fin N → ℝ) : Matrix (Dof N d) (Dof N d) ℝ :=
  diagonal fun p => m p.1
```

The matrix M^(−1/2) is written down directly as the diagonal matrix with entries 1/√m_j. Lean sets the square root of a negative number and the inverse of zero to zero, so these entries have their physical meaning only under the hypothesis `∀ j, 0 < m j`, which every theorem involving masses carries.

```lean
/-- The diagonal matrix `M^(-1/2)`, with entry `1 / sqrt (m j)` on every direction of atom `j`. -/
def invSqrtMass (d : ℕ) (m : Fin N → ℝ) : Matrix (Dof N d) (Dof N d) ℝ :=
  diagonal fun p => (Real.sqrt (m p.1))⁻¹
```

The harmonic equations of motion are M ü = −Φ u. With w = M^(1/2) u they become ẅ = −D w, and a normal mode of frequency ω satisfies D w = ω² w. These equations motivate the definition and are not formalised; the formal object is the matrix product

D = M^(−1/2) Φ M^(−1/2)

```lean
/-- The dynamical matrix `D = M^(-1/2) Φ M^(-1/2)` of the force-constant matrix `Φ`. -/
def dynMatrix (m : Fin N → ℝ) (Φ : Matrix (Dof N d) (Dof N d) ℝ) :
    Matrix (Dof N d) (Dof N d) ℝ :=
  invSqrtMass d m * Φ * invSqrtMass d m
```

If every atom is shifted by the same vector s, the force on atom i along a is −Σ_{j,b} Φ_{ia,jb} s_b. With no external field this vanishes for all s, which gives the rule

Σ_j Φ_{ia,jb} = 0 for all i, a, b

The sum runs over the atom in the column index. The matrix Φ is otherwise arbitrary: neither symmetry nor positive semidefiniteness is assumed.

```lean
/-- The acoustic sum rule: `∑ j, Φ_{ia, jb} = 0` for every atom `i` and directions `a`, `b`. -/
def AcousticSumRule (Φ : Matrix (Dof N d) (Dof N d) ℝ) : Prop :=
  ∀ (i : Fin N) (a b : Fin d), ∑ j, Φ (i, a) (j, b) = 0
```

The unit rigid translation along b and its mass-weighted form are

t_b(j, a) = δ_ab

```lean
/-- The rigid unit translation of all atoms along direction `b`, with components `δ_ab`. -/
def translation (N : ℕ) (b : Fin d) : Dof N d → ℝ :=
  fun p => if p.2 = b then 1 else 0
```

e_b(j, a) = √m_j δ_ab

```lean
/-- The mass-weighted translation along `b`, with component `sqrt (m j) δ_ab` at `(j, a)`. -/
def acousticMode (m : Fin N → ℝ) (b : Fin d) : Dof N d → ℝ :=
  fun p => if p.2 = b then Real.sqrt (m p.1) else 0
```

One concrete Φ serves as a test case. Two atoms with energy ½ k |u_0 − u_1|² have force constants k δ_ab on the same atom and −k δ_ab between the atoms.

```lean
/-- Force constants of two atoms joined by an isotropic spring of stiffness `k`:
`k δ_ab` on the same atom and `-k δ_ab` between the two atoms. -/
def diatomicSpring (d : ℕ) (k : ℝ) : Matrix (Dof 2 d) (Dof 2 d) ℝ :=
  Matrix.of fun p q => if p.2 = q.2 then (if p.1 = q.1 then k else -k) else 0
```

## Checking the mass weighting

A product of diagonal matrices is diagonal, and its entries are (1/√m_j) m_j (1/√m_j) = 1. Hence

M^(−1/2) M M^(−1/2) = 1

which justifies the name `invSqrtMass`. The auxiliary `key` is the scalar identity s⁻¹ x s⁻¹ = 1 for s ≠ 0 and s·s = x, applied on the diagonal with s = √m_j.

```lean
/-- For positive masses, `M^(-1/2) M M^(-1/2)` is the identity. -/
theorem invSqrtMass_mul_massMatrix_mul {m : Fin N → ℝ} (hm : ∀ j, 0 < m j) :
    invSqrtMass d m * massMatrix d m * invSqrtMass d m = 1 := by
  have key : ∀ s x : ℝ, s ≠ 0 → s * s = x → s⁻¹ * x * s⁻¹ = 1 := by
    intro s x hs hx
    subst hx
    field_simp
  simp only [invSqrtMass, massMatrix, diagonal_mul_diagonal]
  ext p q
  by_cases h : p = q
  · subst h
    simp only [diagonal_apply_eq, one_apply_eq]
    exact key _ _ (Real.sqrt_pos.mpr (hm p.1)).ne' (Real.mul_self_sqrt (hm p.1).le)
  · rw [diagonal_apply_ne _ h, one_apply_ne h]
```

Multiplying on the left by a diagonal matrix scales rows, and multiplying on the right scales columns, so

D_{ia,jb} = Φ_{ia,jb} / √(m_i m_j)

The lemmas `diagonal_mul` and `mul_diagonal` perform the two scalings and `Real.sqrt_mul` splits the root of the product. This identity and the previous one tie the definitions to the familiar formulas; the later proofs do not use them.

```lean
/-- For positive masses, the entries of the dynamical matrix are
`Φ_{ia, jb} / sqrt (m i * m j)`. -/
theorem dynMatrix_apply {m : Fin N → ℝ} (hm : ∀ j, 0 < m j)
    (Φ : Matrix (Dof N d) (Dof N d) ℝ) (p q : Dof N d) :
    dynMatrix m Φ p q = Φ p q / Real.sqrt (m p.1 * m q.1) := by
  simp only [dynMatrix, invSqrtMass, mul_diagonal, diagonal_mul]
  rw [Real.sqrt_mul (hm p.1).le]
  ring
```

## From the sum rule to null vectors

Applying Φ to a rigid translation and doing the sum over directions gives

(Φ t_b)(i, a) = Σ_j Σ_c Φ_{ia,jc} δ_cb = Σ_j Φ_{ia,jb}

The components of Φ t_b are exactly the sums in the rule, so the rule holds if and only if Φ t_b = 0 for every b. In the proof `key` is this computation, with `Fintype.sum_prod_type` splitting the sum over pairs into a sum over atoms and a sum over directions. The symbol `*ᵥ` is the matrix-vector product.

```lean
/-- The acoustic sum rule holds exactly when `Φ` annihilates every rigid translation. -/
theorem acousticSumRule_iff_translation (Φ : Matrix (Dof N d) (Dof N d) ℝ) :
    AcousticSumRule Φ ↔ ∀ b : Fin d, Φ *ᵥ translation N b = 0 := by
  -- the components of `Φ t_b` are the sums appearing in the sum rule
  have key : ∀ (i : Fin N) (a b : Fin d),
      (Φ *ᵥ translation N b) (i, a) = ∑ j, Φ (i, a) (j, b) := by
    intro i a b
    simp [mulVec, dotProduct, translation, Fintype.sum_prod_type]
  constructor
  · intro h b
    funext p
    obtain ⟨i, a⟩ := p
    rw [key]
    exact h i a b
  · intro h i a b
    rw [← key i a b, h b]
    rfl
```

The mass weighting of e_b is undone by M^(−1/2), since (1/√m_j) √m_j δ_ab = δ_ab:

M^(−1/2) e_b = t_b

The two branches of `split_ifs` are the cases a = b and a ≠ b.

```lean
/-- For positive masses, `M^(-1/2)` maps the mass-weighted translation along `b` to the
rigid translation along `b`. -/
theorem invSqrtMass_mulVec_acousticMode {m : Fin N → ℝ} (hm : ∀ j, 0 < m j) (b : Fin d) :
    invSqrtMass d m *ᵥ acousticMode m b = translation N b := by
  funext p
  simp only [invSqrtMass, mulVec_diagonal, acousticMode, translation]
  split_ifs
  · exact inv_mul_cancel₀ (Real.sqrt_pos.mpr (hm p.1)).ne'
  · exact mul_zero _
```

Combining the last two steps,

D e_b = M^(−1/2) Φ M^(−1/2) e_b = M^(−1/2) (Φ t_b)

If the sum rule holds, Φ t_b = 0 and so D e_b = 0. Conversely, if D e_b = 0 for all b, each component reads (1/√m_i) (Φ t_b)(i, a) = 0, and since 1/√m_i ≠ 0 the component of Φ t_b vanishes. The theorem states the equivalence: for positive masses, D annihilates all d vectors e_b exactly when `AcousticSumRule Φ` holds. A computed Φ that violates the rule therefore has D e_b ≠ 0 for at least one direction b. In the proof, `h1` is the component equation and `resolve_left` discards the nonzero factor.

```lean
/-- For positive masses, the dynamical matrix annihilates all mass-weighted translations
if and only if the force constants obey the acoustic sum rule. -/
theorem dynMatrix_mulVec_acousticMode_iff {m : Fin N → ℝ} (hm : ∀ j, 0 < m j)
    (Φ : Matrix (Dof N d) (Dof N d) ℝ) :
    (∀ b : Fin d, dynMatrix m Φ *ᵥ acousticMode m b = 0) ↔ AcousticSumRule Φ := by
  -- `D e_b = M^(-1/2) Φ t_b`
  have key : ∀ b : Fin d, dynMatrix m Φ *ᵥ acousticMode m b
      = invSqrtMass d m *ᵥ (Φ *ᵥ translation N b) := by
    intro b
    rw [dynMatrix, ← mulVec_mulVec, ← mulVec_mulVec, invSqrtMass_mulVec_acousticMode hm]
  rw [acousticSumRule_iff_translation]
  constructor
  · intro h b
    funext p
    have h1 : (Real.sqrt (m p.1))⁻¹ * (Φ *ᵥ translation N b) p = 0 := by
      have h2 := congrFun (h b) p
      rw [key] at h2
      simpa only [invSqrtMass, mulVec_diagonal, Pi.zero_apply] using h2
    -- the diagonal entries of `M^(-1/2)` do not vanish
    exact (mul_eq_zero.mp h1).resolve_left (inv_ne_zero (Real.sqrt_pos.mpr (hm p.1)).ne')
  · intro h b
    rw [key, h b, mulVec_zero]
```

## Orthogonality and independence

The scalar product of two mass-weighted translations is

e_a · e_b = Σ_j Σ_c √m_j δ_ca √m_j δ_cb = δ_ab Σ_j m_j

so the vectors are mutually orthogonal and each has squared length equal to the total mass. This is the normalisation needed to build a projector onto the translations. The inner sum collapses by `Finset.sum_ite_eq'`, and `hs` supplies √m_j √m_j = m_j.

```lean
/-- For positive masses, the mass-weighted translations are mutually orthogonal and each has
squared length equal to the total mass. -/
theorem acousticMode_dotProduct {m : Fin N → ℝ} (hm : ∀ j, 0 < m j) (a b : Fin d) :
    acousticMode m a ⬝ᵥ acousticMode m b = if a = b then ∑ j, m j else 0 := by
  have hs : ∀ i, Real.sqrt (m i) * Real.sqrt (m i) = m i :=
    fun i => Real.mul_self_sqrt (hm i).le
  simp only [dotProduct, acousticMode, Fintype.sum_prod_type, ite_mul, zero_mul,
    Finset.sum_ite_eq', Finset.mem_univ, if_true]
  by_cases h : a = b
  · simp [h, hs]
  · simp [h]
```

Independence is proved without the scalar products. Suppose Σ_c g_c e_c = 0, fix any atom i₀, and read the component (i₀, b):

Σ_c g_c √m_{i₀} δ_bc = g_b √m_{i₀} = 0

Since √m_{i₀} ≠ 0, every g_b vanishes. The hypothesis `1 ≤ N` enters only to provide the atom `i0`, and `h1` is the displayed equation.

```lean
/-- For at least one atom and positive masses, the `d` mass-weighted translations are
linearly independent. -/
theorem acousticMode_linearIndependent (hN : 1 ≤ N) {m : Fin N → ℝ} (hm : ∀ j, 0 < m j) :
    LinearIndependent ℝ (fun b : Fin d => acousticMode m b) := by
  obtain ⟨i0⟩ : Nonempty (Fin N) := ⟨⟨0, by omega⟩⟩
  rw [Fintype.linearIndependent_iff]
  intro g h b
  -- read the vanishing combination on one atom, along direction `b`
  have h1 : g b * Real.sqrt (m i0) = 0 := by
    have h2 := congrFun h (i0, b)
    simpa only [Finset.sum_apply, Pi.smul_apply, smul_eq_mul, acousticMode, mul_ite, mul_zero,
      Finset.sum_ite_eq, Finset.mem_univ, if_true, Pi.zero_apply] using h2
  exact (mul_eq_zero.mp h1).resolve_right (Real.sqrt_pos.mpr (hm i0)).ne'
```

## The kernel and the rank

The main theorem takes at least one atom, positive masses and a real N d × N d matrix Φ obeying the sum rule. It concludes three things: D e_b = 0 for every b, the family e_b is linearly independent over the reals, and

d ≤ dim ker D

The kernel is that of `(dynMatrix m Φ).mulVecLin`, the linear map v ↦ D v, and `Module.finrank ℝ` is its dimension. By hand, the span of the e_b lies in ker D because each generator does, it has dimension d because the generators are independent, and a subspace cannot have larger dimension than the space containing it. These are `hspan`, `finrank_span_eq_card` and `Submodule.finrank_mono`.

Each hypothesis matters when d ≥ 1. For N = 0 the whole space is zero-dimensional. If all masses were zero, every e_b would be the zero vector and independence would fail. A single atom in an external trap, Φ = k·1 with k ≠ 0, violates the rule and has D = (k/m)·1 with trivial kernel.

```lean
/-- For at least one atom, positive masses and force constants obeying the acoustic sum rule,
the `d` mass-weighted translations are linearly independent null vectors of the dynamical
matrix, and its kernel has dimension at least `d`. -/
theorem acousticSumRule_kernel (hN : 1 ≤ N) {m : Fin N → ℝ} (hm : ∀ j, 0 < m j)
    {Φ : Matrix (Dof N d) (Dof N d) ℝ} (hΦ : AcousticSumRule Φ) :
    (∀ b : Fin d, dynMatrix m Φ *ᵥ acousticMode m b = 0) ∧
      LinearIndependent ℝ (fun b : Fin d => acousticMode m b) ∧
      d ≤ Module.finrank ℝ (LinearMap.ker (dynMatrix m Φ).mulVecLin) := by
  have hnull := (dynMatrix_mulVec_acousticMode_iff hm Φ).mpr hΦ
  have hli : LinearIndependent ℝ (fun b : Fin d => acousticMode m b) :=
    acousticMode_linearIndependent hN hm
  refine ⟨hnull, hli, ?_⟩
  -- the span of the modes is a `d`-dimensional subspace of the kernel
  have hspan : Submodule.span ℝ (Set.range fun b : Fin d => acousticMode m b)
      ≤ LinearMap.ker (dynMatrix m Φ).mulVecLin := by
    refine Submodule.span_le.mpr ?_
    rintro _ ⟨b, rfl⟩
    rw [SetLike.mem_coe, LinearMap.mem_ker, Matrix.mulVecLin_apply]
    exact hnull b
  calc d = Fintype.card (Fin d) := (Fintype.card_fin d).symm
    _ = Module.finrank ℝ (Submodule.span ℝ (Set.range fun b : Fin d => acousticMode m b)) :=
        (finrank_span_eq_card hli).symm
    _ ≤ _ := Submodule.finrank_mono hspan
```

Rank and nullity add up to the dimension N d of the displacement space, so

rank D + d ≤ rank D + dim ker D = N d

The facts `h1`, `h2` and `h3` are rank-nullity, the dimension count and the definition of matrix rank, and `omega` combines them with the kernel bound.

```lean
/-- For at least one atom, positive masses and the acoustic sum rule, the rank of the
dynamical matrix plus `d` is at most `N d`. -/
theorem rank_dynMatrix_add_le (hN : 1 ≤ N) {m : Fin N → ℝ} (hm : ∀ j, 0 < m j)
    {Φ : Matrix (Dof N d) (Dof N d) ℝ} (hΦ : AcousticSumRule Φ) :
    (dynMatrix m Φ).rank + d ≤ N * d := by
  have hker := (acousticSumRule_kernel hN hm hΦ).2.2
  -- rank-nullity on the space of dimension `N d`
  have h1 := LinearMap.finrank_range_add_finrank_ker (dynMatrix m Φ).mulVecLin
  have h2 : Module.finrank ℝ (Dof N d → ℝ) = N * d := by simp
  have h3 : (dynMatrix m Φ).rank
      = Module.finrank ℝ (LinearMap.range (dynMatrix m Φ).mulVecLin) := rfl
  omega
```

## A case where the bound is attained

The statements so far give a lower bound only. They say nothing about rigid rotations, which add further zero modes for a free molecule at equilibrium, nor about the signs of the remaining eigenvalues. Applying them to a crystal at the zone centre means taking Φ to be the force constants summed over cells, an identification left unproved here.

The two-atom spring shows that these hypotheses alone do not force a kernel larger than d, even with symmetric Φ. It resists transverse relative motion as strongly as stretching, so it is a simplified model and not a rotationally invariant diatomic molecule. Any k ≠ 0 is allowed, including negative values. The matrix is symmetric by inspection, and each row sum is (k − k) δ_ab = 0, so the main theorem gives dim ker D ≥ d. For the opposite bound, let D v = 0 and put u = M^(−1/2) v. The component on atom 0 is

(1/√m_0) (k u_{0a} − k u_{1a}) = 0

so u_{0a} = u_{1a}, that is v_{0a}/√m_0 = v_{1a}/√m_1, for every a. With c_a = v_{0a}/√m_0 this gives v_{ja} = c_a √m_j on both atoms, hence

v = Σ_a c_a e_a

The kernel lies in the span of the e_a, which has dimension d, and so dim ker D = d. In the proof `hΦ` evaluates Φ w on atom 0, `hrel` is the equality of the two displacements after cancelling 1/√m_0 and k, `hv` is the expansion of v, and `hle` is the inclusion of the kernel in the span. The two inequalities are joined by `le_antisymm`.

```lean
/-- Two atoms of positive mass joined by an isotropic spring with `k ≠ 0` have symmetric force
constants obeying the acoustic sum rule, and the kernel of their dynamical matrix has
dimension exactly `d`. -/
theorem acousticSumRule_witness {k : ℝ} (hk : k ≠ 0) {m : Fin 2 → ℝ} (hm : ∀ j, 0 < m j) :
    (diatomicSpring d k).IsSymm ∧ AcousticSumRule (diatomicSpring d k) ∧
      Module.finrank ℝ (LinearMap.ker (dynMatrix m (diatomicSpring d k)).mulVecLin) = d := by
  have hasr : AcousticSumRule (diatomicSpring d k) := by
    intro i a b
    fin_cases i <;> by_cases h : a = b <;> simp [diatomicSpring, Fin.sum_univ_two, h]
  have hsymm : (diatomicSpring d k).IsSymm := by
    show (diatomicSpring d k)ᵀ = diatomicSpring d k
    ext p q
    show (if q.2 = p.2 then (if q.1 = p.1 then k else -k) else 0)
      = (if p.2 = q.2 then (if p.1 = q.1 then k else -k) else 0)
    exact if_congr eq_comm (if_congr eq_comm rfl rfl) rfl
  have h2 : 1 ≤ 2 := by norm_num
  refine ⟨hsymm, hasr, le_antisymm ?_ (acousticSumRule_kernel h2 hm hasr).2.2⟩
  have h0 : Real.sqrt (m 0) ≠ 0 := (Real.sqrt_pos.mpr (hm 0)).ne'
  have h1 : Real.sqrt (m 1) ≠ 0 := (Real.sqrt_pos.mpr (hm 1)).ne'
  have hΦ : ∀ (w : Dof 2 d → ℝ) (a : Fin d),
      (diatomicSpring d k *ᵥ w) ((0 : Fin 2), a)
        = k * w ((0 : Fin 2), a) - k * w ((1 : Fin 2), a) := by
    intro w a
    simp [mulVec, dotProduct, diatomicSpring, Fintype.sum_prod_type, Fin.sum_univ_two,
      sub_eq_add_neg]
  -- every null vector of `D` is a combination of mass-weighted translations
  have hle : LinearMap.ker (dynMatrix m (diatomicSpring d k)).mulVecLin
      ≤ Submodule.span ℝ (Set.range fun b : Fin d => acousticMode m b) := by
    intro v hv0
    rw [LinearMap.mem_ker, Matrix.mulVecLin_apply, dynMatrix, ← mulVec_mulVec,
      ← mulVec_mulVec] at hv0
    -- both atoms have the same displacement
    have hrel : ∀ a : Fin d, (Real.sqrt (m 0))⁻¹ * v ((0 : Fin 2), a)
        = (Real.sqrt (m 1))⁻¹ * v ((1 : Fin 2), a) := by
      intro a
      have h := congrFun hv0 ((0 : Fin 2), a)
      have h' : (Real.sqrt (m 0))⁻¹ * (k * ((Real.sqrt (m 0))⁻¹ * v ((0 : Fin 2), a))
          - k * ((Real.sqrt (m 1))⁻¹ * v ((1 : Fin 2), a))) = 0 := by
        simpa only [invSqrtMass, mulVec_diagonal, hΦ, Pi.zero_apply] using h
      have h'' := (mul_eq_zero.mp h').resolve_left (inv_ne_zero h0)
      apply mul_left_cancel₀ hk
      linarith
    have hv : ∑ a : Fin d, ((Real.sqrt (m 0))⁻¹ * v ((0 : Fin 2), a)) • acousticMode m a
        = v := by
      funext p
      obtain ⟨i, a⟩ := p
      have ha0 : (Real.sqrt (m 0))⁻¹ * v ((0 : Fin 2), a) * Real.sqrt (m 0)
          = v ((0 : Fin 2), a) := by
        rw [mul_right_comm, inv_mul_cancel₀ h0, one_mul]
      have ha1 : (Real.sqrt (m 0))⁻¹ * v ((0 : Fin 2), a) * Real.sqrt (m 1)
          = v ((1 : Fin 2), a) := by
        rw [hrel a, mul_right_comm, inv_mul_cancel₀ h1, one_mul]
      have hi : ∀ j : Fin 2, (Real.sqrt (m 0))⁻¹ * v ((0 : Fin 2), a) * Real.sqrt (m j)
          = v (j, a) := Fin.forall_fin_two.mpr ⟨ha0, ha1⟩
      simp only [Finset.sum_apply, Pi.smul_apply, smul_eq_mul, acousticMode, mul_ite, mul_zero,
        Finset.sum_ite_eq, Finset.mem_univ, if_true]
      exact hi i
    rw [← hv]
    exact Submodule.sum_mem _
      (fun a _ => Submodule.smul_mem _ _ (Submodule.subset_span ⟨a, rfl⟩))
  have hli : LinearIndependent ℝ (fun b : Fin d => acousticMode m b) :=
    acousticMode_linearIndependent h2 hm
  calc Module.finrank ℝ (LinearMap.ker (dynMatrix m (diatomicSpring d k)).mulVecLin)
      ≤ Module.finrank ℝ (Submodule.span ℝ (Set.range fun b : Fin d => acousticMode m b)) :=
        Submodule.finrank_mono hle
    _ = Fintype.card (Fin d) := finrank_span_eq_card hli
    _ = d := Fintype.card_fin d

end

end AcousticModes
```

```lean
#print axioms AcousticModes.dynMatrix_apply
#print axioms AcousticModes.acousticMode_dotProduct
#print axioms AcousticModes.acousticSumRule_kernel
#print axioms AcousticModes.rank_dynMatrix_add_le
```

```
'AcousticModes.dynMatrix_apply' depends on axioms: [propext, Classical.choice, Quot.sound]
'AcousticModes.acousticMode_dotProduct' depends on axioms: [propext, Classical.choice, Quot.sound]
'AcousticModes.acousticSumRule_kernel' depends on axioms: [propext, Classical.choice, Quot.sound]
'AcousticModes.rank_dynMatrix_add_le' depends on axioms: [propext, Classical.choice, Quot.sound]
```
